# The pair densities of distinct active orbitals, summed over ordered pairs, give the average of m(m − 1), with m the number of active electrons

Take a finite set of orbitals, each empty or holding one electron, and a classical probability distribution over the sets of occupied orbitals. The pair density P_ij is the probability that orbitals i and j are both occupied. `activePairs_eq` states that the sum of P_ij over ordered pairs of distinct orbitals in a chosen active set equals the average of m(m − 1), where m is the number of electrons in that set. The proof first counts the pairs in a single configuration, as `count`, then moves the sum over configurations to the outside and compares the two sides one configuration at a time.

The failing Lean file:

```lean
import Mathlib

open Finset

namespace ActivePairsEq

noncomputable section

/-- A classical ensemble of configurations: a probability distribution on the sets of
occupied orbitals. -/
structure Ensemble (ι : Type*) [Fintype ι] where
  prob : Finset ι → ℝ
  nonneg : ∀ S, 0 ≤ prob S
  sum_one : ∑ S, prob S = 1

variable {ι : Type*} [Fintype ι] [DecidableEq ι]

/-- The ensemble average of a function of the configuration. -/
def mean (p : Ensemble ι) (f : Finset ι → ℝ) : ℝ := ∑ S, p.prob S * f S

/-- The occupation (0 or 1) of orbital `i` in the configuration `S`. -/
def occ (i : ι) (S : Finset ι) : ℝ := if i ∈ S then 1 else 0

/-- The pair density `P_ij`: the probability that `i` and `j` are both occupied. -/
def pair (p : Ensemble ι) (i j : ι) : ℝ := mean p (fun S => occ i S * occ j S)

/-- The number of electrons that the configuration `S` places in the active set `A`. -/
def activeNumber (A S : Finset ι) : ℝ := ((A ∩ S).card : ℝ)

/-- The sum of `P_ij` over ordered pairs of distinct active orbitals. -/
def activePairs (p : Ensemble ι) (A : Finset ι) : ℝ :=
  ∑ i ∈ A, ∑ j ∈ A.erase i, pair p i j

omit [Fintype ι] in
/-- In each configuration the active orbital occupations add up to the active number. -/
theorem sum_occ (A S : Finset ι) : ∑ i ∈ A, occ i S = activeNumber A S := by
  simp [occ, activeNumber]

/-- The active pair sum is the average of `m (m - 1)`, with `m` the active number. -/
theorem activePairs_eq (p : Ensemble ι) (A : Finset ι) :
    activePairs p A = mean p (fun S => activeNumber A S * (activeNumber A S - 1)) := by
  -- count the ordered pairs in a single configuration
  have count : ∀ S : Finset ι, ∑ i ∈ A, ∑ j ∈ A.erase i, occ i S * occ j S
      = activeNumber A S * (activeNumber A S - 1) := by
    intro S
    have inner : ∀ i ∈ A, ∑ j ∈ A.erase i, occ i S * occ j S
        = occ i S * (activeNumber A S - 1) := by
      intro i hi
      have h : occ i S * occ i S = occ i S := by
        unfold occ
        split_ifs <;> norm_num
      rw [← Finset.mul_sum, Finset.sum_erase_eq_sub hi, sum_occ]
      linear_combination -h
    rw [Finset.sum_congr rfl inner, ← Finset.sum_mul, sum_occ]
  unfold activePairs pair mean
  rw [Finset.sum_congr rfl fun i _ => Finset.sum_comm, Finset.sum_comm]
  refine Finset.sum_congr rfl fun S _ => ?_
  rw [← count S, Finset.mul_sum]
  exact Finset.sum_congr rfl fun i _ => (Finset.mul_sum _ _ _).symm

end

end ActivePairsEq
```

The compiler's answer:

```
Main.lean:58:6: error: Tactic `rewrite` failed: Did not find an occurrence of the pattern
  activeNumber A S * (activeNumber A S - 1)
in the target expression
  ∑ x ∈ A, ∑ x_1 ∈ A.erase x, p.prob S * (fun S => occ x S * occ x_1 S) S =
    p.prob S * (fun S => activeNumber A S * (activeNumber A S - 1)) S

ι : Type u_1
inst✝¹ : Fintype ι
inst✝ : DecidableEq ι
p : Ensemble ι
A : Finset ι
count : ∀ (S : Finset ι), ∑ i ∈ A, ∑ j ∈ A.erase i, occ i S * occ j S = activeNumber A S * (activeNumber A S - 1)
S : Finset ι
x✝ : S ∈ univ
⊢ ∑ x ∈ A, ∑ x_1 ∈ A.erase x, p.prob S * (fun S => occ x S * occ x_1 S) S =
    p.prob S * (fun S => activeNumber A S * (activeNumber A S - 1)) S
```

Fix (accepted with no message):

```diff
@@ -56,4 +56,5 @@
   rw [Finset.sum_congr rfl fun i _ => Finset.sum_comm, Finset.sum_comm]
   refine Finset.sum_congr rfl fun S _ => ?_
+  beta_reduce
   rw [← count S, Finset.mul_sum]
   exact Finset.sum_congr rfl fun i _ => (Finset.mul_sum _ _ _).symm
```

Diagnosis. The error is at `rw [← count S, Finset.mul_sum]`, which should replace `activeNumber A S * (activeNumber A S - 1)` by the double sum over pairs. Lean reports that this product does not occur in the goal. What stands there is `(fun S => activeNumber A S * (activeNumber A S - 1)) S`, a function applied to `S` but not yet evaluated. The two are equal by definition, but `rw` looks for a subterm that matches the pattern, and it does not evaluate the application first. The product inside the function doesn't match either, since its `S` is the function's own bound variable and not the configuration fixed in the proof.

The added `beta_reduce` carries out such applications on both sides of the goal. The right side becomes `p.prob S * (activeNumber A S * (activeNumber A S - 1))`, where the rewrite finds its pattern, and the rest of the proof goes through unchanged.
